# Boxcar and Hann line shapes of a finite record: closed forms, first zeros and leakage

Let a signal be recorded for $-T/2\le t\le T/2$ with $T>0$. At frequency $f\neq0$, the cosine transform of the unweighted (boxcar) window is

$$B(f)=\int_{-T/2}^{T/2}\cos(2\pi ft)\,dt=\frac{\sin(\pi fT)}{\pi f},$$

and its first positive zero is $1/T$. If also $|fT|\neq1$, the Hann window gives

$$H(f)=\int_{-T/2}^{T/2}\cos^2\!\Big(\frac{\pi t}{T}\Big)\cos(2\pi ft)\,dt=\frac{\sin(\pi fT)}{2\pi f\,(1-f^2T^2)},$$

and the first positive zero of $H$ is $2/T$. For $fT>1$,

$$|H(f)|\le\frac{1}{2\pi f\,(f^2T^2-1)},$$

with equality when $fT$ is a half-integer.

## Spectra from a finite correlation function

A vibrational spectrum can be computed from a molecular dynamics run by Fourier transforming a time correlation function, such as the velocity autocorrelation function. A classical autocorrelation function is even in time, so a cosine transform suffices. It is known only up to some largest lag, which here is $T/2$, because $T$ counts both signs of $t$.

For a harmonic system with finitely many modes the velocity autocorrelation function is a finite sum of undamped cosines,

$$C(t)=\sum_k a_k\cos(2\pi\nu_kt),$$

with amplitudes $a_k$ and frequencies $\nu_k$. Let $w$ be a continuous window and $L_w(f)$ its cosine transform over the record, so that $L_w$ is $B$ or $H$ for the two windows above. The windowed spectrum is then

$$\int_{-T/2}^{T/2}w(t)\,C(t)\cos(2\pi ft)\,dt=\sum_k\frac{a_k}{2}\big[L_w(f-\nu_k)+L_w(f+\nu_k)\big].$$

In this undamped model each mode contributes two copies of $L_w$, centred at $\nu_k$ and $-\nu_k$. The first zeros set the width of the central peak of $L_w$, and the tail bound limits how much a strong mode leaks into the region of a weak one.

## How the Lean statements express this

`cosTransform g T f` is the integral of $g(t)\cos(2\pi ft)$ from $-T/2$ to $T/2$, with $f$ an ordinary frequency and not an angular one. There is no prefactor. The windows `boxcar` and `hann T` are functions on the whole real line, and the limits of integration do the truncation. `modeCorrelation a ν` is $C(t)$, with modes labelled by a finite type `ι` and with real amplitudes of either sign.

The closed forms are `boxcar_lineShape` and `hann_lineShape`. The hypothesis `|f * T| ≠ 1` in the second matters: at $fT=1$ Lean evaluates the quotient, whose denominator vanishes, as $0$, whereas the integral is $T/4$, as `hann_lineShape_inv` states.

"First positive zero" is expressed by `IsLeast`: the given frequency belongs to the set of positive zeros, and no member of that set is smaller. The set is defined through the integral, so $f=1/T$ is tested like any other frequency. `hann_leakage` contains both the bound and the equality at $fT=n+\tfrac12$ for natural $n$; the condition $fT>1$ makes $n\ge1$.

Time is continuous and the modes are undamped. Sampling at discrete time steps, statistical noise and anharmonic broadening are not included.

## From the cosine integral to the Hann line shape

**Boxcar.** For $f\ne0$ an antiderivative of $\cos(2\pi ft)$ is $\sin(2\pi ft)/(2\pi f)$. Since the sine is odd, the two limits contribute equally:

$$B(f)=\frac{\sin(\pi fT)+\sin(\pi fT)}{2\pi f}=\frac{\sin(\pi fT)}{\pi f}.$$

At $f=0$ the integrand is $1$, so $B(0)=T$.

**Modulation.** The product formula

$$\cos(2\pi\nu t)\cos(2\pi ft)=\tfrac12\big[\cos(2\pi(f-\nu)t)+\cos(2\pi(f+\nu)t)\big],$$

multiplied by $w(t)$ and integrated, gives $\tfrac12[L_w(f-\nu)+L_w(f+\nu)]$. Multiplying by $a_k$ at $\nu=\nu_k$ and summing over $k$ gives the windowed spectrum.

**Hann.** Since $\cos^2(\pi t/T)=\tfrac12+\tfrac12\cos(2\pi t/T)$, modulation at $\nu=1/T$ gives

$$H(f)=\tfrac12B(f)+\tfrac14\big[B(f-1/T)+B(f+1/T)\big].$$

Write $x=fT$ and $S=\sin(\pi x)$. Both shifted sines, $\sin(\pi x\mp\pi)$, equal $-S$. For $x\notin\{0,1,-1\}$,

$$H=\frac{TS}{2\pi}\left[\frac1x-\frac12\Big(\frac1{x-1}+\frac1{x+1}\Big)\right]
=\frac{TS}{2\pi}\left[\frac1x-\frac{x}{x^2-1}\right]
=\frac{TS}{2\pi x(1-x^2)},$$

and $T/x=1/f$ gives the stated form.

**Zeros.** For $0<x<1$ we have $S>0$, so $B>0$; at $x=1$ the sine vanishes and $B=0$. For $H$, the sine is nonzero on $0<x<1$ and on $1<x<2$. Between these intervals, at $x=1$, the three-term formula gives

$$H(1/T)=\tfrac12\cdot0+\tfrac14(T+0)=\tfrac T4.$$

At $x=2$ the closed form applies and vanishes. The first positive zero is therefore $2/T$.

**Leakage.** For $x>1$ the closed form gives $|H(f)|=|S|/\big(2\pi f(x^2-1)\big)$. The bound follows from $|S|\le1$, with equality when $x$ is a half-integer.

## Zero frequency and the boxcar tail

At $f=0$ the three-term formula gives $H(0)=T/2$, the area under the Hann window. The value $T/4$ at $f=1/T$ is therefore half the peak height.

The last step of the derivation also bounds the boxcar: $|B(f)|\le1/(\pi f)$ for $f>0$, again with equality at half-integer $fT$. The Hann bound is this one divided by $2(f^2T^2-1)$. Far from the line it falls as $1/f^3$ instead of $1/f$, while the central peak is twice as wide between its zeros. Close to $fT=1$ the Hann bound is the larger of the two.

## The complete file

```lean
import Mathlib

open scoped Real

namespace SpectralWindows

noncomputable section

/-- The cosine transform at frequency `f` of a signal `g` recorded for `-T/2 ≤ t ≤ T/2`. -/
def cosTransform (g : ℝ → ℝ) (T f : ℝ) : ℝ :=
  ∫ t in (-(T / 2))..(T / 2), g t * Real.cos (2 * π * f * t)

/-- The boxcar window, which leaves the recorded signal unweighted. -/
def boxcar (_t : ℝ) : ℝ := 1

/-- The Hann window for a record of length `T`. -/
def hann (T t : ℝ) : ℝ := Real.cos (π * t / T) ^ 2

/-- A correlation function made of finitely many undamped modes with amplitudes `a k`
and frequencies `ν k`. -/
def modeCorrelation {ι : Type*} [Fintype ι] (a ν : ι → ℝ) (t : ℝ) : ℝ :=
  ∑ k, a k * Real.cos (2 * π * ν k * t)

/-- The line shape of the boxcar window at nonzero frequency. -/
theorem boxcar_lineShape (T : ℝ) {f : ℝ} (hf : f ≠ 0) :
    cosTransform boxcar T f = Real.sin (π * f * T) / (π * f) := by
  have hc : 2 * π * f ≠ 0 := mul_ne_zero (mul_ne_zero two_ne_zero Real.pi_ne_zero) hf
  -- an antiderivative of the cosine
  have h : ∀ t : ℝ, HasDerivAt (fun t : ℝ => Real.sin (2 * π * f * t) / (2 * π * f))
      (1 * Real.cos (2 * π * f * t)) t := by
    intro t
    have h1 : HasDerivAt (fun t : ℝ => 2 * π * f * t) (2 * π * f) t :=
      ((hasDerivAt_id' t).const_mul (2 * π * f)).congr_deriv (mul_one _)
    exact (h1.sin.div_const (2 * π * f)).congr_deriv
      (by rw [mul_div_cancel_right₀ _ hc, one_mul])
  have hi : IntervalIntegrable (fun t : ℝ => 1 * Real.cos (2 * π * f * t))
      MeasureTheory.volume (-(T / 2)) (T / 2) :=
    Continuous.intervalIntegrable (by fun_prop) _ _
  have key := intervalIntegral.integral_eq_sub_of_hasDerivAt (fun t _ => h t) hi
  show (∫ t in (-(T / 2))..(T / 2), 1 * Real.cos (2 * π * f * t)) = _
  rw [key, show 2 * π * f * (T / 2) = π * f * T by ring,
    show 2 * π * f * (-(T / 2)) = -(π * f * T) by ring, Real.sin_neg, neg_div,
    sub_neg_eq_add, ← add_div, ← two_mul, mul_assoc 2 π f,
    mul_div_mul_left _ _ two_ne_zero]

/-- At zero frequency the boxcar line shape equals the record length. -/
theorem boxcar_lineShape_zero (T : ℝ) : cosTransform boxcar T 0 = T := by
  show (∫ t in (-(T / 2))..(T / 2), 1 * Real.cos (2 * π * 0 * t)) = T
  simp only [mul_zero, zero_mul, Real.cos_zero, mul_one, intervalIntegral.integral_const,
    smul_eq_mul]
  ring

/-- Multiplying a continuous signal by a cosine of frequency `ν` replaces its transform by
the mean of the copies shifted by `ν` and `-ν`. -/
theorem cosTransform_modulation {w : ℝ → ℝ} (hw : Continuous w) (T f ν : ℝ) :
    cosTransform (fun t => w t * Real.cos (2 * π * ν * t)) T f
      = (cosTransform w T (f - ν) + cosTransform w T (f + ν)) / 2 := by
  have hi : ∀ g : ℝ, IntervalIntegrable (fun t => w t * Real.cos (2 * π * g * t))
      MeasureTheory.volume (-(T / 2)) (T / 2) :=
    fun g => Continuous.intervalIntegrable (by fun_prop) _ _
  unfold cosTransform
  rw [← intervalIntegral.integral_add (hi (f - ν)) (hi (f + ν)),
    ← intervalIntegral.integral_div]
  apply intervalIntegral.integral_congr
  intro t _
  show w t * Real.cos (2 * π * ν * t) * Real.cos (2 * π * f * t)
    = (w t * Real.cos (2 * π * (f - ν) * t) + w t * Real.cos (2 * π * (f + ν) * t)) / 2
  rw [show 2 * π * (f - ν) * t = 2 * π * f * t - 2 * π * ν * t by ring,
    show 2 * π * (f + ν) * t = 2 * π * f * t + 2 * π * ν * t by ring,
    Real.cos_sub, Real.cos_add]
  ring

/-- The windowed spectrum of a sum of modes is a sum of copies of the window's line shape,
centred at plus and minus each mode frequency and weighted by half the amplitude. -/
theorem windowed_spectrum {ι : Type*} [Fintype ι] (a ν : ι → ℝ) {w : ℝ → ℝ}
    (hw : Continuous w) (T f : ℝ) :
    cosTransform (fun t => w t * modeCorrelation a ν t) T f
      = ∑ k, a k * ((cosTransform w T (f - ν k) + cosTransform w T (f + ν k)) / 2) := by
  calc cosTransform (fun t => w t * modeCorrelation a ν t) T f
      = ∫ t in (-(T / 2))..(T / 2),
          ∑ k, a k * (w t * Real.cos (2 * π * ν k * t) * Real.cos (2 * π * f * t)) := by
        unfold cosTransform
        apply intervalIntegral.integral_congr
        intro t _
        simp only [modeCorrelation, Finset.mul_sum, Finset.sum_mul]
        exact Finset.sum_congr rfl fun k _ => by ring
    _ = ∑ k, ∫ t in (-(T / 2))..(T / 2),
          a k * (w t * Real.cos (2 * π * ν k * t) * Real.cos (2 * π * f * t)) :=
        intervalIntegral.integral_finsetSum
          (fun k _ => Continuous.intervalIntegrable (by fun_prop) _ _)
    _ = _ := Finset.sum_congr rfl fun k _ => by
        rw [intervalIntegral.integral_const_mul, ← cosTransform_modulation hw T f (ν k)]
        rfl

/-- The Hann line shape is a combination of three boxcar line shapes, shifted by
`0`, `1/T` and `-1/T`. -/
theorem hann_three_boxcars (T f : ℝ) :
    cosTransform (hann T) T f = cosTransform boxcar T f / 2
      + (cosTransform boxcar T (f - 1 / T) + cosTransform boxcar T (f + 1 / T)) / 4 := by
  have hb : Continuous boxcar := (continuous_const : Continuous fun _ : ℝ => (1 : ℝ))
  have h1 : IntervalIntegrable (fun t => boxcar t * Real.cos (2 * π * f * t))
      MeasureTheory.volume (-(T / 2)) (T / 2) :=
    Continuous.intervalIntegrable (by fun_prop) _ _
  have h2 : IntervalIntegrable
      (fun t => boxcar t * Real.cos (2 * π * (1 / T) * t) * Real.cos (2 * π * f * t))
      MeasureTheory.volume (-(T / 2)) (T / 2) :=
    Continuous.intervalIntegrable (by fun_prop) _ _
  -- half a boxcar plus half a boxcar modulated at frequency 1/T
  have h : cosTransform (hann T) T f = (cosTransform boxcar T f
      + cosTransform (fun t => boxcar t * Real.cos (2 * π * (1 / T) * t)) T f) / 2 := by
    unfold cosTransform
    rw [← intervalIntegral.integral_add h1 h2, ← intervalIntegral.integral_div]
    apply intervalIntegral.integral_congr
    intro t _
    show Real.cos (π * t / T) ^ 2 * Real.cos (2 * π * f * t)
      = (1 * Real.cos (2 * π * f * t)
        + 1 * Real.cos (2 * π * (1 / T) * t) * Real.cos (2 * π * f * t)) / 2
    rw [show 2 * π * (1 / T) * t = 2 * (π * t / T) by ring, Real.cos_two_mul]
    ring
  rw [h, cosTransform_modulation hb]
  ring

/-- The line shape of the Hann window away from `f = 0` and `f = ±1/T`. -/
theorem hann_lineShape {T f : ℝ} (hT : 0 < T) (hf : f ≠ 0) (h : |f * T| ≠ 1) :
    cosTransform (hann T) T f
      = Real.sin (π * f * T) / (2 * π * f * (1 - (f * T) ^ 2)) := by
  have hT0 : T ≠ 0 := hT.ne'
  have hpi : π ≠ 0 := Real.pi_ne_zero
  have h1 : f * T - 1 ≠ 0 := fun e => h (by rw [show f * T = 1 by linarith, abs_one])
  have h2 : f * T + 1 ≠ 0 := fun e => h (by
    rw [show f * T = -1 by linarith, abs_neg, abs_one])
  have hs : f - 1 / T = (f * T - 1) / T := by
    rw [sub_div, mul_div_cancel_right₀ _ hT0]
  have hp : f + 1 / T = (f * T + 1) / T := by
    rw [add_div, mul_div_cancel_right₀ _ hT0]
  have as : π * ((f * T - 1) / T) * T = π * f * T - π := by
    rw [mul_assoc, div_mul_cancel₀ _ hT0]; ring
  have ap : π * ((f * T + 1) / T) * T = π * f * T + π := by
    rw [mul_assoc, div_mul_cancel₀ _ hT0]; ring
  -- the two shifted sines both equal minus the central one
  rw [hann_three_boxcars, hs, hp, boxcar_lineShape T hf,
    boxcar_lineShape T (div_ne_zero h1 hT0), boxcar_lineShape T (div_ne_zero h2 hT0),
    as, ap, Real.sin_sub_pi, Real.sin_add_pi,
    show 1 - (f * T) ^ 2 = -((f * T - 1) * (f * T + 1)) by ring]
  generalize Real.sin (π * f * T) = S
  field_simp
  ring

/-- At `f = 1/T` the Hann line shape equals `T/4`. -/
theorem hann_lineShape_inv {T : ℝ} (hT : 0 < T) :
    cosTransform (hann T) T (1 / T) = T / 4 := by
  have h : 1 / T * T = 1 := one_div_mul_cancel hT.ne'
  have hp : 0 < 1 / T := one_div_pos.mpr hT
  rw [hann_three_boxcars, sub_self, boxcar_lineShape_zero, boxcar_lineShape T hp.ne',
    boxcar_lineShape T (add_pos hp hp).ne',
    show π * (1 / T) * T = π by linear_combination π * h,
    show π * (1 / T + 1 / T) * T = 2 * π by linear_combination 2 * π * h,
    Real.sin_pi, Real.sin_two_pi]
  ring

/-- The first positive zero of the boxcar line shape is `1/T`. -/
theorem boxcar_first_zero {T : ℝ} (hT : 0 < T) :
    IsLeast {f : ℝ | 0 < f ∧ cosTransform boxcar T f = 0} (1 / T) := by
  have hp : 0 < 1 / T := one_div_pos.mpr hT
  refine ⟨⟨hp, ?_⟩, ?_⟩
  · have h : 1 / T * T = 1 := one_div_mul_cancel hT.ne'
    rw [boxcar_lineShape T hp.ne', show π * (1 / T) * T = π by linear_combination π * h,
      Real.sin_pi, zero_div]
  · rintro f ⟨hf, h0⟩
    by_contra hlt
    have hx : f * T < 1 := (lt_div_iff₀ hT).mp (not_le.mp hlt)
    have hs : 0 < Real.sin (π * f * T) :=
      Real.sin_pos_of_pos_of_lt_pi (by positivity) (by nlinarith [Real.pi_pos])
    rw [boxcar_lineShape T hf.ne'] at h0
    exact (div_pos hs (mul_pos Real.pi_pos hf)).ne' h0

/-- The first positive zero of the Hann line shape is `2/T`. -/
theorem hann_first_zero {T : ℝ} (hT : 0 < T) :
    IsLeast {f : ℝ | 0 < f ∧ cosTransform (hann T) T f = 0} (2 / T) := by
  have hp : 0 < 2 / T := div_pos two_pos hT
  refine ⟨⟨hp, ?_⟩, ?_⟩
  · have h : 2 / T * T = 2 := div_mul_cancel₀ _ hT.ne'
    rw [hann_lineShape hT hp.ne' (by rw [h]; norm_num),
      show π * (2 / T) * T = 2 * π by linear_combination π * h, Real.sin_two_pi, zero_div]
  · rintro f ⟨hf, h0⟩
    by_contra hlt
    have hx : f * T < 2 := (lt_div_iff₀ hT).mp (not_le.mp hlt)
    have hx0 : 0 < f * T := mul_pos hf hT
    by_cases h1 : f * T = 1
    · -- here the sine vanishes but the integral does not
      rw [eq_div_of_mul_eq hT.ne' h1, hann_lineShape_inv hT] at h0
      linarith
    · have hs : Real.sin (π * f * T) ≠ 0 := by
        rcases lt_or_gt_of_ne h1 with hl | hg
        · have hpos : 0 < Real.sin (π * f * T) :=
            Real.sin_pos_of_pos_of_lt_pi (by positivity)
              (by nlinarith [mul_pos Real.pi_pos (sub_pos.mpr hl)])
          exact hpos.ne'
        · have hneg : 0 < Real.sin (π * f * T - π) :=
            Real.sin_pos_of_pos_of_lt_pi
              (by nlinarith [mul_pos Real.pi_pos (sub_pos.mpr hg)])
              (by nlinarith [mul_pos Real.pi_pos (sub_pos.mpr hx)])
          rw [Real.sin_sub_pi] at hneg
          exact (neg_pos.mp hneg).ne
      have hd : 1 - (f * T) ^ 2 ≠ 0 := fun e => h1 (by nlinarith)
      rw [hann_lineShape hT hf.ne' (by rwa [abs_of_pos hx0])] at h0
      exact div_ne_zero hs (mul_ne_zero (by positivity) hd) h0

/-- For `fT > 1` the Hann line shape is bounded in magnitude by `1/(2πf(f²T²-1))`, and the
bound is attained whenever `fT` is a half-integer. -/
theorem hann_leakage {T f : ℝ} (hT : 0 < T) (h : 1 < f * T) :
    |cosTransform (hann T) T f| ≤ 1 / (2 * π * f * ((f * T) ^ 2 - 1)) ∧
    ∀ n : ℕ, f * T = n + 1 / 2 →
      |cosTransform (hann T) T f| = 1 / (2 * π * f * ((f * T) ^ 2 - 1)) := by
  have hf : 0 < f := pos_of_mul_pos_left (by linarith) hT.le
  have hq : 0 < (f * T) ^ 2 - 1 := by nlinarith
  have hD : 0 < 2 * π * f * ((f * T) ^ 2 - 1) := by
    have := Real.pi_pos
    exact mul_pos (by positivity) hq
  have habs : |cosTransform (hann T) T f|
      = |Real.sin (π * f * T)| / (2 * π * f * ((f * T) ^ 2 - 1)) := by
    rw [hann_lineShape hT hf.ne' (by rw [abs_of_pos (by linarith)]; exact h.ne'), abs_div,
      show 2 * π * f * (1 - (f * T) ^ 2) = -(2 * π * f * ((f * T) ^ 2 - 1)) by ring,
      abs_neg, abs_of_pos hD]
  refine ⟨?_, fun n hn => ?_⟩
  · rw [habs, div_le_div_iff₀ hD hD]
    exact mul_le_mul_of_nonneg_right (Real.abs_sin_le_one _) hD.le
  · -- at half-integer fT the sine has unit magnitude
    have hs : |Real.sin (π * f * T)| = 1 := by
      rw [show π * f * T = n * π + π / 2 by linear_combination π * hn,
        Real.sin_add_pi_div_two, Real.cos_nat_mul_pi, abs_pow, abs_neg, abs_one, one_pow]
    rw [habs, hs]

end

end SpectralWindows
```

```lean
#print axioms SpectralWindows.boxcar_lineShape_zero
#print axioms SpectralWindows.boxcar_first_zero
#print axioms SpectralWindows.hann_first_zero
#print axioms SpectralWindows.hann_leakage
```

```
'SpectralWindows.boxcar_lineShape_zero' depends on axioms: [propext, Classical.choice, Quot.sound]
'SpectralWindows.boxcar_first_zero' depends on axioms: [propext, Classical.choice, Quot.sound]
'SpectralWindows.hann_first_zero' depends on axioms: [propext, Classical.choice, Quot.sound]
'SpectralWindows.hann_leakage' depends on axioms: [propext, Classical.choice, Quot.sound]
```

## How the proof follows the derivation

`boxcar_lineShape` first shows that the quotient $\sin(2\pi ft)/(2\pi f)$ has the required derivative. It then applies the fundamental theorem of calculus, `intervalIntegral.integral_eq_sub_of_hasDerivAt`, and the final rewrites combine the two equal endpoint terms. `boxcar_lineShape_zero` integrates the constant separately.

`cosTransform_modulation` merges the two shifted integrals into one and compares integrands with `intervalIntegral.integral_congr`. Expanding `Real.cos_sub` and `Real.cos_add` proves the product formula. Continuity of the window supplies the integrability needed to add integrals. `windowed_spectrum` moves the finite sum outside the integral, takes out each amplitude and applies the modulation rule mode by mode.

`hann_three_boxcars` uses the double-angle formula `Real.cos_two_mul` to split the window, then modulates the boxcar at $1/T$. In `hann_lineShape`, the facts `h1` and `h2` say that $fT-1$ and $fT+1$ are nonzero, so the boxcar formula applies at both shifted frequencies. After `Real.sin_sub_pi` and `Real.sin_add_pi`, all three terms contain the same sine. The proof names it `S`, and `field_simp` and `ring` do the partial-fraction algebra. `hann_lineShape_inv` evaluates the same three terms at $f=1/T$, where only the one at zero frequency survives.

Each first-zero theorem has two parts. Substitution shows that the proposed frequency is a zero; a smaller positive zero is then assumed and refuted. For the boxcar, the sine is positive below $fT=1$. For Hann, the proof separates $fT=1$, where the value $T/4$ gives the contradiction, from the intervals on either side. On $1<fT<2$ it obtains the sign of the sine by shifting its argument back by $\pi$.

In `hann_leakage`, the intermediate equation `habs` is the exact formula for $|H(f)|$. The inequality then uses `Real.abs_sin_le_one`. For equality, the argument of the sine is written as $n\pi+\pi/2$, which turns the sine into $\cos(n\pi)=(-1)^n$, of absolute value one.
